# With a gap above the occupied levels, a support space gives the exact band energy if and only if it contains the occupied eigenspace

Support functions enter here only through the subspace $V$ that they span, so they may overlap, and the Ritz values are fixed by a Galerkin condition on $V$. For a symmetric $H$ on a finite-dimensional real space, the $N\ge 1$ lowest Ritz values then sum to at least the $N$ lowest eigenvalues, and a gap after those levels settles when the two sums agree.

In Lean 4 with Mathlib:

```lean
import Mathlib

open scoped InnerProductSpace

namespace SupportSpaceRitz

noncomputable section

variable {E : Type*} [NormedAddCommGroup E] [InnerProductSpace ℝ E]
variable {m N r s : ℕ} {H : E →ₗ[ℝ] E} {V : Submodule ℝ E}

/-- The band energy: the sum of the first `N` of `N + r` levels. -/
def bandEnergy (e : Fin (N + r) → ℝ) : ℝ := ∑ i : Fin N, e (Fin.castAdd r i)

/-- Each of the first `N` levels lies strictly below each of the remaining `r` levels. -/
def HasGap (e : Fin (N + r) → ℝ) : Prop :=
  ∀ (i : Fin N) (a : Fin r), e (Fin.castAdd r i) < e (Fin.natAdd N a)

/-- Ordered Ritz values `θ` and Ritz vectors `v` of `H` on the support space `V`: the vectors
are an orthonormal basis of `V`, and `H v i - θ i v i` is orthogonal to `V`. -/
structure IsRitzSystem (H : E →ₗ[ℝ] E) (V : Submodule ℝ E) (θ : Fin m → ℝ)
    (v : Fin m → E) : Prop where
  orthonormal : Orthonormal ℝ v
  span_eq : Submodule.span ℝ (Set.range v) = V
  galerkin : ∀ i, ∀ w ∈ V, ⟪w, H (v i)⟫_ℝ = θ i * ⟪w, v i⟫_ℝ
  mono : Monotone θ

/-- Every support space of a symmetric `H` in finite dimension has a Ritz system. -/
theorem exists_ritzSystem [FiniteDimensional ℝ E] (hH : H.IsSymmetric)
    (hd : Module.finrank ℝ V = m) : ∃ (θ : Fin m → ℝ) (v : Fin m → E), IsRitzSystem H V θ v := by
  -- diagonalise the compression of H to V, then sort
  let T : V →ₗ[ℝ] V := LinearMap.adjoint V.subtype ∘ₗ H ∘ₗ V.subtype
  have hT : T.IsSymmetric := by
    intro x y
    change ⟪LinearMap.adjoint V.subtype (H x), y⟫_ℝ = ⟪x, LinearMap.adjoint V.subtype (H y)⟫_ℝ
    rw [LinearMap.adjoint_inner_left, LinearMap.adjoint_inner_right]
    exact hH x y
  obtain ⟨b, l, hb⟩ : ∃ (b : OrthonormalBasis (Fin m) ℝ V) (l : Fin m → ℝ),
      ∀ i, T (b i) = l i • b i :=
    ⟨hT.eigenvectorBasis hd, hT.eigenvalues hd, fun i => hT.apply_eigenvectorBasis hd i⟩
  let σ := Tuple.sort l
  refine ⟨l ∘ σ, fun i => (b (σ i) : E), ?_, ?_, ?_, Tuple.monotone_sort l⟩
  · exact (b.orthonormal.comp σ σ.injective).comp_linearIsometry V.subtypeₗᵢ
  · have hr : Set.range (fun i => (b (σ i) : E)) = V.subtype '' Set.range b := by
      rw [← Set.range_comp]
      exact σ.surjective.range_comp (fun i => (b i : E))
    have hs : Submodule.span ℝ (Set.range b) = ⊤ := by
      rw [← b.coe_toBasis]
      exact b.toBasis.span_eq
    rw [hr, Submodule.span_image, hs, Submodule.map_top, Submodule.range_subtype]
  · intro i w hw
    have key : ⟪(⟨w, hw⟩ : V), T (b (σ i))⟫_ℝ = ⟪w, H (b (σ i))⟫_ℝ :=
      LinearMap.adjoint_inner_right V.subtype ⟨w, hw⟩ (H (b (σ i)))
    rw [← key, hb, inner_smul_right]
    rfl

/-- The squared error of expanding `x` in orthonormal orbitals is its squared norm minus the
sum of its squared overlaps with them. -/
theorem projection_error {w : Fin N → E} (hw : Orthonormal ℝ w) (x : E) :
    ‖x - ∑ i, ⟪x, w i⟫_ℝ • w i‖ ^ 2 = ‖x‖ ^ 2 - ∑ i, ⟪x, w i⟫_ℝ ^ 2 := by
  have h1 : ⟪x, ∑ i, ⟪x, w i⟫_ℝ • w i⟫_ℝ = ∑ i, ⟪x, w i⟫_ℝ ^ 2 := by
    rw [inner_sum]
    exact Finset.sum_congr rfl fun i _ => by rw [inner_smul_right]; ring
  have h2 : ‖∑ i, ⟪x, w i⟫_ℝ • w i‖ ^ 2 = ∑ i, ⟪x, w i⟫_ℝ ^ 2 := by
    rw [← real_inner_self_eq_norm_sq, hw.inner_sum]
    exact Finset.sum_congr rfl fun i _ => by simp [sq]
  rw [norm_sub_sq_real, h1, h2]
  ring

/-- For `x` in the support space, the squared overlaps with the Ritz vectors sum to the squared
norm, and weighted by the Ritz values they sum to `⟨x, H x⟩`. -/
theorem mean_energy {θ : Fin m → ℝ} {v : Fin m → E} (h : IsRitzSystem H V θ v) {x : E}
    (hx : x ∈ V) : ∑ j, ⟪v j, x⟫_ℝ ^ 2 = ‖x‖ ^ 2 ∧
      ∑ j, θ j * ⟪v j, x⟫_ℝ ^ 2 = ⟪x, H x⟫_ℝ := by
  have hexp : ∑ j, ⟪v j, x⟫_ℝ • v j = x := by
    rw [← h.span_eq] at hx
    obtain ⟨c, rfl⟩ := (Submodule.mem_span_range_iff_exists_fun ℝ).1 hx
    exact Finset.sum_congr rfl fun j _ => by rw [h.orthonormal.inner_right_fintype c j]
  constructor
  · calc ∑ j, ⟪v j, x⟫_ℝ ^ 2 = ⟪x, ∑ j, ⟪v j, x⟫_ℝ • v j⟫_ℝ := by
          rw [inner_sum]
          refine Finset.sum_congr rfl fun j _ => ?_
          rw [inner_smul_right, real_inner_comm x (v j)]
          ring
      _ = ‖x‖ ^ 2 := by rw [hexp, real_inner_self_eq_norm_sq]
  · calc ∑ j, θ j * ⟪v j, x⟫_ℝ ^ 2 = ⟪x, H (∑ j, ⟪v j, x⟫_ℝ • v j)⟫_ℝ := by
          rw [map_sum, inner_sum]
          refine Finset.sum_congr rfl fun j _ => ?_
          rw [map_smul, inner_smul_right, h.galerkin j x hx, real_inner_comm x (v j)]
          ring
      _ = ⟪x, H x⟫_ℝ := by rw [hexp]

/-- Aufbau rule: for ordered levels with populations between 0 and 1 that sum to `N ≥ 1`, the
energy is at least the band energy; with a gap, equality fills each of the first `N` levels. -/
theorem aufbau (hN : 0 < N) {e p : Fin (N + r) → ℝ} (he : Monotone e) (h0 : ∀ j, 0 ≤ p j)
    (h1 : ∀ j, p j ≤ 1) (hs : ∑ j, p j = N) : bandEnergy e ≤ ∑ j, e j * p j ∧
      (HasGap e → ∑ j, e j * p j = bandEnergy e → ∀ i : Fin N, p (Fin.castAdd r i) = 1) := by
  -- μ is the highest occupied level
  obtain ⟨μ, a1, a2, a3⟩ : ∃ μ, (∀ i : Fin N, e (Fin.castAdd r i) ≤ μ) ∧
      (∀ a : Fin r, μ ≤ e (Fin.natAdd N a)) ∧
      (HasGap e → ∀ a : Fin r, μ < e (Fin.natAdd N a)) := by
    refine ⟨e (Fin.castAdd r ⟨N - 1, by omega⟩), fun i => he ?_, fun a => he ?_, fun g a => g _ a⟩
    · have hi := i.isLt
      change i.val ≤ N - 1
      omega
    · change N - 1 ≤ N + a.val
      omega
  rw [Fin.sum_univ_add] at hs
  have hE := Fin.sum_univ_add (fun j => e j * p j)
  have k1 : ∑ i : Fin N, (μ - e (Fin.castAdd r i)) * (1 - p (Fin.castAdd r i))
      = N * μ - μ * ∑ i : Fin N, p (Fin.castAdd r i) - bandEnergy e
        + ∑ i : Fin N, e (Fin.castAdd r i) * p (Fin.castAdd r i) := by
    simp only [bandEnergy, sub_mul, mul_sub, mul_one, Finset.sum_sub_distrib, Finset.mul_sum,
      Finset.sum_const, Finset.card_univ, Fintype.card_fin, nsmul_eq_mul]
    ring
  have k2 : ∑ a : Fin r, (e (Fin.natAdd N a) - μ) * p (Fin.natAdd N a)
      = ∑ a : Fin r, e (Fin.natAdd N a) * p (Fin.natAdd N a)
        - μ * ∑ a : Fin r, p (Fin.natAdd N a) := by
    simp only [sub_mul, Finset.sum_sub_distrib, Finset.mul_sum]
  have k3 : μ * ∑ i : Fin N, p (Fin.castAdd r i) + μ * ∑ a : Fin r, p (Fin.natAdd N a)
      = N * μ := by
    rw [← mul_add, hs, mul_comm]
  -- holes below μ and particles above μ both cost energy
  have s1 : 0 ≤ ∑ i : Fin N, (μ - e (Fin.castAdd r i)) * (1 - p (Fin.castAdd r i)) :=
    Finset.sum_nonneg fun i _ => mul_nonneg (sub_nonneg.2 (a1 i)) (sub_nonneg.2 (h1 _))
  have q2 : ∀ a ∈ Finset.univ, 0 ≤ (e (Fin.natAdd N a) - μ) * p (Fin.natAdd N a) :=
    fun a _ => mul_nonneg (sub_nonneg.2 (a2 a)) (h0 _)
  have s2 := Finset.sum_nonneg q2
  refine ⟨by linarith, fun g heq i => ?_⟩
  have t2 := (Finset.sum_eq_zero_iff_of_nonneg q2).1 (by linarith)
  have v0 : ∀ a : Fin r, p (Fin.natAdd N a) = 0 := fun a =>
    (mul_eq_zero.1 (t2 a (Finset.mem_univ a))).resolve_left (sub_ne_zero.2 (a3 g a).ne')
  simp only [v0, Finset.sum_const_zero, add_zero] at hs
  have q1 : ∀ i ∈ Finset.univ, 0 ≤ 1 - p (Fin.castAdd r i) := fun i _ => sub_nonneg.2 (h1 _)
  have t1 := (Finset.sum_eq_zero_iff_of_nonneg q1).1
    (by rw [Finset.sum_sub_distrib, hs]; simp) i (Finset.mem_univ i)
  linarith

/-- `N ≥ 1` orthonormal trial orbitals in `V` have a total energy of at least the band energy of
`V`; with a gap, equality puts the lowest `N` Ritz vectors in their span. -/
theorem trial_energy (hN : 0 < N) {θ : Fin (N + r) → ℝ} {v : Fin (N + r) → E} {w : Fin N → E}
    (h : IsRitzSystem H V θ v) (hw : Orthonormal ℝ w) (hmem : ∀ i, w i ∈ V) :
    bandEnergy θ ≤ ∑ i, ⟪w i, H (w i)⟫_ℝ ∧
      (HasGap θ → ∑ i, ⟪w i, H (w i)⟫_ℝ = bandEnergy θ →
        ∀ i : Fin N, v (Fin.castAdd r i) ∈ Submodule.span ℝ (Set.range w)) := by
  have ha : ∀ i, ∑ j, ⟪v j, w i⟫_ℝ ^ 2 = 1 := fun i => by
    rw [(mean_energy h (hmem i)).1, hw.1, one_pow]
  have hs : ∑ j, ∑ i, ⟪v j, w i⟫_ℝ ^ 2 = N := by
    rw [Finset.sum_comm]
    simp only [ha]
    simp
  have hE : ∑ j, θ j * ∑ i, ⟪v j, w i⟫_ℝ ^ 2 = ∑ i, ⟪w i, H (w i)⟫_ℝ := by
    simp_rw [Finset.mul_sum]
    rw [Finset.sum_comm]
    exact Finset.sum_congr rfl fun i _ => (mean_energy h (hmem i)).2
  have err := fun j => projection_error hw (v j)
  simp only [h.orthonormal.1, one_pow] at err
  have p1 : ∀ j, ∑ i, ⟪v j, w i⟫_ℝ ^ 2 ≤ 1 := fun j => by
    have hj := sq_nonneg ‖v j - ∑ i, ⟪v j, w i⟫_ℝ • w i‖
    rw [err j] at hj
    linarith
  have key := aufbau hN (p := fun j => ∑ i, ⟪v j, w i⟫_ℝ ^ 2) h.mono
    (fun j => Finset.sum_nonneg fun i _ => sq_nonneg _) p1 hs
  rw [hE] at key
  refine ⟨key.1, fun g heq i => ?_⟩
  -- a fully populated Ritz vector has no projection error
  have hz := err (Fin.castAdd r i)
  rw [key.2 g heq i, sub_self] at hz
  rw [sub_eq_zero.1 (norm_eq_zero.1 ((pow_eq_zero_iff two_ne_zero).1 hz))]
  exact Submodule.sum_mem _ fun a _ =>
    Submodule.smul_mem _ _ (Submodule.subset_span (Set.mem_range_self a))

/-- Each Ritz vector lies in the support space and its mean energy is its Ritz value. -/
theorem ritz_value {θ : Fin m → ℝ} {v : Fin m → E} (h : IsRitzSystem H V θ v) (i : Fin m) :
    v i ∈ V ∧ ⟪v i, H (v i)⟫_ℝ = θ i := by
  have hi := Submodule.subset_span (R := ℝ) (Set.mem_range_self (f := v) i)
  rw [h.span_eq] at hi
  refine ⟨hi, ?_⟩
  rw [h.galerkin i _ hi, real_inner_self_eq_norm_sq, h.orthonormal.1 i]
  ring

/-- Let `H` have an orthonormal eigenbasis with ordered eigenvalues `e`, and let `V` have dimension
at least `N ≥ 1`. The sum of the `N` lowest Ritz values on `V` is at least that of the `N` lowest
eigenvalues; with a gap, equality holds iff `V` contains the whole occupied eigenspace. -/
theorem support_space_principle (hN : 0 < N) {e : Fin (N + r) → ℝ}
    (u : OrthonormalBasis (Fin (N + r)) ℝ E) (hu : ∀ i, H (u i) = e i • u i) (he : Monotone e)
    {θ : Fin (N + s) → ℝ} {v : Fin (N + s) → E} (hV : IsRitzSystem H V θ v) :
    bandEnergy e ≤ bandEnergy θ ∧ (HasGap e → (bandEnergy θ = bandEnergy e ↔
      Submodule.span ℝ (Set.range fun i : Fin N => u (Fin.castAdd r i)) ≤ V)) := by
  have hs : Submodule.span ℝ (Set.range u) = ⊤ := by
    rw [← u.coe_toBasis]
    exact u.toBasis.span_eq
  have hU : IsRitzSystem H ⊤ e u :=
    ⟨u.orthonormal, hs, fun i w _ => by rw [hu, inner_smul_right], he⟩
  have inj : ∀ t, Function.Injective (Fin.castAdd t : Fin N → Fin (N + t)) := fun t a b h => by
    have h' := congrArg Fin.val h
    exact Fin.ext h'
  -- the Ritz vectors of V are trial orbitals in the full space
  have t := trial_energy hN hU (w := fun i => v (Fin.castAdd s i))
    (hV.orthonormal.comp _ (inj s)) (fun _ => Submodule.mem_top)
  simp only [(ritz_value hV _).2] at t
  refine ⟨t.1, fun g => ⟨fun heq => ?_, fun hocc => le_antisymm ?_ t.1⟩⟩
  · refine Submodule.span_le.2 (Set.range_subset_iff.2 fun i => ?_)
    exact Submodule.span_le.2 (Set.range_subset_iff.2 fun a => (ritz_value hV _).1)
      (t.2 g heq i)
  · -- the occupied eigenvectors are trial orbitals in V
    have t' := (trial_energy hN hV (w := fun i => u (Fin.castAdd r i))
      (u.orthonormal.comp _ (inj r))
      (fun i => hocc (Submodule.subset_span (Set.mem_range_self i)))).1
    simp only [(ritz_value hU _).2] at t'
    exact t'

end

end SupportSpaceRitz
```

```lean
#print axioms SupportSpaceRitz.exists_ritzSystem
#print axioms SupportSpaceRitz.support_space_principle
```

```
'SupportSpaceRitz.exists_ritzSystem' depends on axioms: [propext, Classical.choice, Quot.sound]
'SupportSpaceRitz.support_space_principle' depends on axioms: [propext, Classical.choice, Quot.sound]
```

## Support spaces, Ritz values and the gap

The space `E` has dimension $N+r$ and $V$ has dimension $N+s$, which encodes $\dim V\ge N$. Levels are counted from zero: `Fin.castAdd r i` is the occupied level $i<N$, and `Fin.natAdd N a` is the empty level $N+a$.

`IsRitzSystem H V θ v` says that the $v_j$ are an orthonormal basis of $V$, that the $\theta_j$ are in ascending order, and that

$$\langle w,Hv_j\rangle=\theta_j\langle w,v_j\rangle\quad\text{for all } w\in V.$$

`exists_ritzSystem` provides such a system for every $V$ by projecting $H$ onto $V$, diagonalising and sorting.

`bandEnergy` is the sum of the first $N$ levels, without a spin factor. `HasGap` puts every occupied level strictly below every empty one. `support_space_principle` takes an orthonormal eigenbasis $u$ of $H$ with ordered eigenvalues $e$ as given; the spectral theorem supplies one for any real symmetric matrix.

For a fixed, non-interacting Hamiltonian in a finite basis, this is the variational basis for optimising support functions by lowering the band energy. Self-consistent changes of $H$ are not modelled, and neither is localisation. If localisation constraints keep $V$ from containing the occupied eigenspace of a gapped $H$, the band energy stays strictly too high.

## Trial orbitals as fractional populations

Any $x\in V$ expands as $x=\sum_j\langle v_j,x\rangle v_j$. Taking the inner product with $x$, and using the Galerkin condition for the energy, gives `mean_energy`:

$$\|x\|^2=\sum_j\langle v_j,x\rangle^2,\qquad \langle x,Hx\rangle=\sum_j\theta_j\langle v_j,x\rangle^2.$$

Now take orthonormal trial orbitals $w_0,\dots,w_{N-1}$ in $V$ and define $p_j=\sum_i\langle v_j,w_i\rangle^2$. Summing the two identities over the trial orbitals gives $\sum_jp_j=N$ and $\sum_i\langle w_i,Hw_i\rangle=\sum_j\theta_jp_j$. By `projection_error`,

$$\Big\|v_j-\sum_i\langle v_j,w_i\rangle w_i\Big\|^2=1-p_j,$$

so $0\le p_j\le1$.

## The cost of holes and particles

Let $\mu=\theta_{N-1}$ be the highest occupied level. Since the populations sum to $N$,

$$\sum_j\theta_jp_j-\sum_{i<N}\theta_i=\sum_{i<N}(\mu-\theta_i)(1-p_i)+\sum_{j\ge N}(\theta_j-\mu)p_j\ge0.$$

In `aufbau`, `k1`, `k2` and `k3` assemble this identity, while `s1` and `s2` give the signs. If the left side vanishes, so do both sums on the right. With a gap, every $p_j$ with $j\ge N$ is then zero, so $\sum_{i<N}(1-p_i)=0$ and each occupied $p_i$ equals one.

`trial_energy` combines these facts. At equality the projection error of each $v_i$ with $i<N$ is zero, so $v_i$ lies in the span of the trial orbitals.

## Two choices of trial orbitals

First take the whole space, whose Ritz vectors are the $u_j$, and use $v_0,\dots,v_{N-1}$ as trial orbitals. By `ritz_value` their energy is $\sum_{i<N}\theta_i$, which proves the bound. With a gap, equality puts every occupied $u_i$ in the span of these $v$'s, hence in $V$.

Conversely, suppose that $V$ contains the occupied eigenvectors. Used as trial orbitals in $V$, they give $\sum_{i<N}\theta_i\le\sum_{i<N}e_i$, and the bound turns this into equality.

Only the first direction uses the gap. It can fail when $e_{N-1}=e_N$: for $H=0$ in two dimensions with $N=1$, the line spanned by $u_1$ has the exact band energy but does not contain $u_0$.

## Three levels, two occupied

Let $H=\mathrm{diag}(0,1,4)$ and $N=2$, and let $V$ be spanned by $u_0$ and $(u_1+u_2)/\sqrt2$. The Ritz values are $0$ and $(1+4)/2=5/2$, so the band energy is $5/2$, against the exact value $1$.

The populations of $u_0,u_1,u_2$ are $1,\tfrac12,\tfrac12$. With $\mu=1$, the excess is $(4-1)\cdot\tfrac12=\tfrac32$, as it should be. Replacing the second support function by $u_1$ removes it.
